# Unfolding weights of a normalised state under a unitary translation with $T^N=1$ are probabilities, and weight one marks a Bloch state

A crystal with a defect is often computed in a supercell of $N$ primitive cells. The defect breaks the primitive translation symmetry, so an orbital $\psi$ of the supercell need not have a primitive crystal momentum. How much of each momentum does it contain? Let $T$ translate by one primitive cell and let $w=e^{2\pi i/N}$. The unfolding weight

$$W_k=\frac1N\sum_{n<N}w^{-kn}\langle\psi,T^n\psi\rangle$$

answers from overlaps alone. For one translation direction and a single-particle state, this is the spectral weight used in band unfolding. With $(T\psi)(x)=\psi(x+a)$, where $a$ is the primitive lattice constant, and at the supercell's $\Gamma$ point, the integer $k$ labels the crystal momentum $2\pi k/(Na)$.

```lean
import Mathlib

open Finset ComplexConjugate

namespace UnfoldingWeights

noncomputable section

variable {E : Type*} [NormedAddCommGroup E] [InnerProductSpace ℂ E]
variable {N : ℕ} {T : Module.End ℂ E}
```

The state space `E` is a complex inner product space of any dimension, and `T` is a linear map on it. No Hamiltonian enters. Only two properties of a translation are assumed.

```lean
/-- A translation on a Born-von Karman ring of `N` cells: it preserves inner products, and
`N` steps return every state to itself. -/
structure IsCellTranslation (N : ℕ) (T : Module.End ℂ E) : Prop where
  inner_map : ∀ x y, inner ℂ (T x) (T y) = inner ℂ x y
  pow_eq_one : T ^ N = 1
```

The step left to the user is to represent the computed orbital so that the primitive translation acts as such a `T`. Atom-centred basis functions on displaced atoms, for example, are generally not mapped into their own span.

## At least one cell

`NeZero N` says that the ring has a cell. It makes $w$, written `phase N`, a primitive $N$-th root of unity of modulus one, and permits the division by $N$. The inner product is linear in its second argument. `weight` is complex-valued, so its reality has to be proved.

```lean
/-- The elementary Bloch phase `w = exp(2πi/N)`, for `N ≠ 0`. -/
def phase (N : ℕ) : ℂ := Complex.exp (2 * Real.pi * Complex.I / N)

/-- The unfolding weight `W_k = (1/N) ∑ w^(-kn) ⟨ψ, Tⁿ ψ⟩`, summed over `n < N`, for `N ≠ 0`. -/
def weight (N : ℕ) (T : Module.End ℂ E) (ψ : E) (k : ℕ) : ℂ :=
  (1 / N : ℂ) * ∑ n ∈ range N, (phase N ^ (k * n))⁻¹ * inner ℂ ψ ((T ^ n) ψ)

/-- The phase-weighted average `(1/N) ∑ w^(-kn) Tⁿ ψ` of the translates of a state,
summed over `n < N`, for `N ≠ 0`. -/
def blochComponent (N : ℕ) (T : Module.End ℂ E) (ψ : E) (k : ℕ) : E :=
  (1 / N : ℂ) • ∑ n ∈ range N, (phase N ^ (k * n))⁻¹ • (T ^ n) ψ

/-- For `N ≠ 0` the elementary Bloch phase is a primitive `N`-th root of unity. -/
theorem phase_primitive (N : ℕ) [NeZero N] : IsPrimitiveRoot (phase N) N :=
  Complex.isPrimitiveRoot_exp N (NeZero.ne N)

/-- For `N ≠ 0` the elementary Bloch phase has modulus one. -/
theorem norm_phase (N : ℕ) [NeZero N] : ‖phase N‖ = 1 :=
  (pow_eq_one_iff_of_nonneg (norm_nonneg _) (NeZero.ne N)).1
    (by rw [← norm_pow, (phase_primitive N).pow_eq_one, norm_one])
```

## Translation preserves overlaps

Physically, `inner_map` says that moving two states together changes no transition amplitude. By hand, set $A=w^{-k}T$ and $\varphi_k=\frac1N\sum_{n<N}A^n\psi$, which is `blochComponent`. Then $W_k=\langle\psi,\varphi_k\rangle$. Since $A^N=1$, one more step only permutes the terms of the average, so $A\varphi_k=\varphi_k$. Since $A$ preserves inner products,

$$\langle A^n\psi,\varphi_k\rangle=\langle A^n\psi,A^n\varphi_k\rangle=\langle\psi,\varphi_k\rangle.$$

Averaging over $n$ gives $\|\varphi_k\|^2=W_k$, which is real and nonnegative. In the proof, `hfix`, `hinv` and `hself` are these three steps.

```lean
/-- For a translation on a ring of `N ≠ 0` cells, the unfolding weight is the squared norm of
the phase-weighted average of the translates. -/
theorem weight_eq_norm_sq [NeZero N] (hT : IsCellTranslation N T) (ψ : E) (k : ℕ) :
    weight N T ψ k = ((‖blochComponent N T ψ k‖ ^ 2 : ℝ) : ℂ) := by
  have hN : (N : ℂ) ≠ 0 := Nat.cast_ne_zero.2 (NeZero.ne N)
  obtain ⟨z, hz⟩ : ∃ z : ℂ, z = (phase N ^ k)⁻¹ := ⟨_, rfl⟩
  have hzn : ‖z‖ = 1 := by rw [hz, norm_inv, norm_pow, norm_phase, one_pow, inv_one]
  have hzN : z ^ N = 1 := by
    rw [hz, inv_pow, ← pow_mul, mul_comm k N, pow_mul, (phase_primitive N).pow_eq_one,
      one_pow, inv_one]
  -- absorb the Bloch phase into the translation
  obtain ⟨A, hAd⟩ : ∃ A : Module.End ℂ E, A = z • T := ⟨_, rfl⟩
  have hA : ∀ x y, inner ℂ (A x) (A y) = inner ℂ x y := by
    intro x y
    rw [hAd, LinearMap.smul_apply, LinearMap.smul_apply, inner_smul_left, inner_smul_right,
      hT.inner_map, ← mul_assoc, Complex.conj_mul', hzn]
    simp
  have hAN : A ^ N = 1 := by rw [hAd, smul_pow, hzN, hT.pow_eq_one, one_smul]
  have hAn : ∀ n x, (A ^ n) x = (phase N ^ (k * n))⁻¹ • (T ^ n) x := by
    intro n x
    rw [hAd, smul_pow, LinearMap.smul_apply, hz, inv_pow, ← pow_mul]
  have hφ : blochComponent N T ψ k = (1 / N : ℂ) • ∑ n ∈ range N, (A ^ n) ψ := by
    simp only [blochComponent, hAn]
  have hW : weight N T ψ k = inner ℂ ψ (blochComponent N T ψ k) := by
    simp only [weight, blochComponent, inner_smul_right, inner_sum]
  generalize blochComponent N T ψ k = φ at hφ hW ⊢
  -- the average over the closed orbit does not change under one more step
  have hfix : A φ = φ := by
    have h := (sum_range_succ (fun n => (A ^ n) ψ) N).symm.trans
      (sum_range_succ' (fun n => (A ^ n) ψ) N)
    simp only [hAN, pow_zero] at h
    rw [hφ, map_smul, map_sum, add_right_cancel h]
    simp only [pow_succ', Module.End.mul_apply]
  have hinv : ∀ n : ℕ, inner ℂ ((A ^ n) ψ) φ = inner ℂ ψ φ := by
    intro n
    induction n with
    | zero => simp
    | succ n ih =>
      rw [pow_succ', Module.End.mul_apply]
      calc inner ℂ (A ((A ^ n) ψ)) φ = inner ℂ (A ((A ^ n) ψ)) (A φ) := by rw [hfix]
        _ = inner ℂ ((A ^ n) ψ) φ := hA _ _
        _ = inner ℂ ψ φ := ih
  have hself : inner ℂ φ φ = inner ℂ ψ φ := by
    calc inner ℂ φ φ = inner ℂ ((1 / N : ℂ) • ∑ n ∈ range N, (A ^ n) ψ) φ := by rw [← hφ]
      _ = inner ℂ ψ φ := by
        rw [inner_smul_left, sum_inner, sum_congr rfl (fun n _ => hinv n), sum_const,
          card_range, nsmul_eq_mul]
        simp only [map_div₀, map_one, map_natCast]
        field_simp
  rw [hW, ← hself, inner_self_eq_norm_sq_to_K]
  exact (Complex.ofReal_pow _ _).symm
```

Without preserved overlaps, positivity can fail. Take $N=2$, $T=\begin{pmatrix}1&4\\0&-1\end{pmatrix}$ and $\psi=(1,1)/\sqrt2$. Then $T^2=1$ and $\langle\psi,T\psi\rangle=2$, so $W_0=3/2$ and $W_1=-1/2$.

## $N$ steps return every state

`pow_eq_one` is the Born-von Karman condition. It holds at the supercell's $\Gamma$ point; at another supercell momentum $K$ along the translation, $T$ must first be multiplied by $e^{-iKa}$, and $k$ then labels the momentum $K+2\pi k/(Na)$.

The condition was used for $A\varphi_k=\varphi_k$, and it is used again in Fourier inversion. For $n<N$,

$$\sum_{k<N}w^{kn}W_k=\sum_{m<N}\langle\psi,T^m\psi\rangle\,\frac1N\sum_{k<N}w^{k(n-m)}=\langle\psi,T^n\psi\rangle,$$

because the inner sum is $N$ for $m=n$ and otherwise a vanishing geometric sum (`horth`). Periodicity of both sides, from $T^N=1$ and $w^N=1$, extends this to every $n$.

```lean
/-- For a translation on a ring of `N ≠ 0` cells, the overlap of a state with its `n`-th
translate is the discrete Fourier sum of the unfolding weights. -/
theorem overlap_eq_sum_weight [NeZero N] (hT : IsCellTranslation N T) (ψ : E) (n : ℕ) :
    inner ℂ ψ ((T ^ n) ψ) = ∑ k ∈ range N, phase N ^ (k * n) * weight N T ψ k := by
  have hN : (N : ℂ) ≠ 0 := Nat.cast_ne_zero.2 (NeZero.ne N)
  have hp := phase_primitive N
  have hw0 : phase N ≠ 0 := Complex.exp_ne_zero _
  have key : ∀ n < N, ∑ k ∈ range N, phase N ^ (k * n) * weight N T ψ k
      = inner ℂ ψ ((T ^ n) ψ) := by
    intro n hn
    -- orthogonality of the Bloch phases
    have horth : ∀ m ∈ range N, ∑ k ∈ range N, (phase N ^ n * (phase N ^ m)⁻¹) ^ k
        = if m = n then (N : ℂ) else 0 := by
      intro m hm
      split_ifs with h
      · rw [h, mul_inv_cancel₀ (pow_ne_zero _ hw0)]
        simp
      · have h1 : phase N ^ n * (phase N ^ m)⁻¹ ≠ 1 := fun h1 =>
          h (hp.pow_inj (mem_range.1 hm) hn
            ((mul_inv_eq_one₀ (pow_ne_zero _ hw0)).1 h1).symm)
        have h2 : (phase N ^ n * (phase N ^ m)⁻¹) ^ N = 1 := by
          rw [mul_pow, inv_pow, ← pow_mul, ← pow_mul, mul_comm n N, mul_comm m N, pow_mul,
            pow_mul, hp.pow_eq_one, one_pow, one_pow, inv_one, mul_one]
        have h3 := mul_neg_geom_sum (phase N ^ n * (phase N ^ m)⁻¹) N
        rw [h2, sub_self] at h3
        exact (mul_eq_zero.1 h3).resolve_left (sub_ne_zero.2 h1.symm)
    calc ∑ k ∈ range N, phase N ^ (k * n) * weight N T ψ k
        = ∑ k ∈ range N, ∑ m ∈ range N, (1 / N : ℂ) * inner ℂ ψ ((T ^ m) ψ)
            * (phase N ^ n * (phase N ^ m)⁻¹) ^ k := by
          refine sum_congr rfl fun k _ => ?_
          rw [weight, mul_sum, mul_sum]
          refine sum_congr rfl fun m _ => ?_
          rw [mul_pow, inv_pow, ← pow_mul, ← pow_mul, mul_comm n k, mul_comm m k]
          ring
      _ = ∑ m ∈ range N, (1 / N : ℂ) * inner ℂ ψ ((T ^ m) ψ)
            * (if m = n then (N : ℂ) else 0) := by
          rw [sum_comm]
          refine sum_congr rfl fun m hm => ?_
          rw [← mul_sum, horth m hm]
      _ = inner ℂ ψ ((T ^ n) ψ) := by
          simp only [mul_ite, mul_zero]
          rw [sum_ite_eq', if_pos (mem_range.2 hn)]
          field_simp
  -- both sides are periodic in the number of steps
  have h := key (n % N) (Nat.mod_lt _ (NeZero.pos N))
  rw [← pow_eq_pow_mod n hT.pow_eq_one] at h
  rw [← h]
  refine sum_congr rfl fun k _ => ?_
  rw [mul_comm k (n % N), mul_comm k n, pow_mul, pow_mul, ← pow_eq_pow_mod n hp.pow_eq_one]
```

Without the condition, reality can fail: on $\mathbb C$ with $N=2$, $T=i$ and $\psi=1$, one finds $W_0=(1+i)/2$.

## The state is normalised

The hypothesis `‖ψ‖ = 1` fixes the total probability. Inversion at $n=0$ gives $\sum_kW_k=\|\psi\|^2=1$; a state of another norm has that norm squared as its total.

```lean
/-- For a translation on a ring of `N ≠ 0` cells, the unfolding weights of a unit vector
sum to one. -/
theorem sum_weight [NeZero N] (hT : IsCellTranslation N T) {ψ : E} (hψ : ‖ψ‖ = 1) :
    ∑ k ∈ range N, weight N T ψ k = 1 := by
  have h := overlap_eq_sum_weight hT ψ 0
  simp only [mul_zero, pow_zero, one_mul, Module.End.one_apply] at h
  rw [← h, inner_self_eq_norm_sq_to_K, hψ]
  simp
```

Inversion at $n=1$ measures the failure of the Bloch condition. As $\|T\psi\|=\|\psi\|=1$,

$$\|T\psi-w^k\psi\|^2=2-2\,\mathrm{Re}\langle w^k\psi,T\psi\rangle=2\sum_{q<N}W_q\Bigl(1-\cos\tfrac{2\pi(q-k)}N\Bigr)\le4(1-W_k).$$

The term $q=k$ vanishes and each other bracket is at most 2. Lean reaches the same bound by comparing the nonnegative sum of $W_q(1+\cos)$ with its single term $q=k$, in `hs`. A weight of 0.99 thus leaves $\|T\psi-w^k\psi\|$ at most 0.2.

```lean
/-- For a translation on a ring of `N ≠ 0` cells, a unit vector and `k < N`, the squared
violation of the Bloch condition is at most four times the weight missing from `k`. -/
theorem bloch_defect_le [NeZero N] (hT : IsCellTranslation N T) {ψ : E} (hψ : ‖ψ‖ = 1)
    {k : ℕ} (hk : k < N) :
    ‖T ψ - phase N ^ k • ψ‖ ^ 2 ≤ 4 * (1 - (weight N T ψ k).re) := by
  obtain ⟨c, hc⟩ : ∃ c : ℕ → ℂ, ∀ q, c q = conj (phase N ^ k) * phase N ^ q :=
    ⟨_, fun _ => rfl⟩
  have hre : ∀ q, -1 ≤ (c q).re := by
    intro q
    have h := Complex.abs_re_le_norm (c q)
    have hn : ‖c q‖ = 1 := by
      simp only [hc, norm_mul, RCLike.norm_conj, norm_pow, norm_phase, one_pow, mul_one]
    rw [hn] at h
    exact (abs_le.1 h).1
  have hck : c k = 1 := by
    rw [hc, Complex.conj_mul', norm_pow, norm_phase]
    simp
  have hsum : ∑ q ∈ range N, ‖blochComponent N T ψ q‖ ^ 2 = 1 := by
    have h := sum_weight hT hψ
    simp only [weight_eq_norm_sq hT] at h
    exact_mod_cast h
  -- the overlap with one translate, resolved into weights
  have hin : RCLike.re (inner ℂ (phase N ^ k • ψ) (T ψ))
      = ∑ q ∈ range N, ‖blochComponent N T ψ q‖ ^ 2 * (c q).re := by
    have h1 := overlap_eq_sum_weight hT ψ 1
    simp only [pow_one, mul_one] at h1
    change (inner ℂ (phase N ^ k • ψ) (T ψ)).re = _
    rw [inner_smul_left, h1, mul_sum, Complex.re_sum]
    refine sum_congr rfl fun q _ => ?_
    rw [weight_eq_norm_sq hT, ← mul_assoc, ← hc, Complex.re_mul_ofReal, mul_comm]
  have hs := single_le_sum (s := range N)
    (f := fun q => ‖blochComponent N T ψ q‖ ^ 2 * (1 + (c q).re))
    (fun q _ => mul_nonneg (sq_nonneg _) (by linarith [hre q])) (mem_range.2 hk)
  simp only [mul_add, mul_one, sum_add_distrib, hsum, hck, Complex.one_re] at hs
  have hTψ : ‖T ψ‖ = 1 := ((T.isometryOfInner hT.inner_map).norm_map ψ).trans hψ
  rw [norm_sub_rev, norm_sub_sq (𝕜 := ℂ), hin, norm_smul, norm_pow, norm_phase, one_pow,
    one_mul, hψ, hTψ, weight_eq_norm_sq hT, Complex.ofReal_re]
  linarith
```

## One label per momentum

The condition `k < N` picks one representative of each momentum and places $k$ in the sum above. A larger $k$ only repeats a label, since $w^N=1$.

If $W_k=1$, the bound forces $T\psi=w^k\psi$. Conversely, that equation gives $T^n\psi=w^{kn}\psi$ by induction (`hn`), so every summand of $W_k$ is $1/N$ and the total is 1. The main theorem collects reality, nonnegativity, the sum rule and this equivalence.

```lean
/-- For a translation on a ring of `N ≠ 0` cells and a unit vector, the unfolding weights are
real, nonnegative and sum to one; for `k < N` the weight is one exactly when `T ψ = w^k ψ`. -/
theorem unfolding_weights [NeZero N] (hT : IsCellTranslation N T) {ψ : E} (hψ : ‖ψ‖ = 1) :
    (∀ k, (weight N T ψ k).im = 0 ∧ 0 ≤ (weight N T ψ k).re) ∧
    ∑ k ∈ range N, weight N T ψ k = 1 ∧
    ∀ k < N, (weight N T ψ k = 1 ↔ T ψ = phase N ^ k • ψ) := by
  refine ⟨fun k => ?_, sum_weight hT hψ, fun k hk => ⟨fun h => ?_, fun h => ?_⟩⟩
  · rw [weight_eq_norm_sq hT]
    exact ⟨Complex.ofReal_im _, by rw [Complex.ofReal_re]; positivity⟩
  · -- no missing weight, hence no violation of the Bloch condition
    have hb := bloch_defect_le hT hψ hk
    rw [h, Complex.one_re, sub_self, mul_zero] at hb
    exact sub_eq_zero.1 (norm_eq_zero.1
      ((pow_eq_zero_iff two_ne_zero).1 (le_antisymm hb (sq_nonneg _))))
  · have hn : ∀ n : ℕ, (T ^ n) ψ = phase N ^ (k * n) • ψ := by
      intro n
      induction n with
      | zero => simp
      | succ n ih =>
        rw [pow_succ', Module.End.mul_apply, ih, map_smul, h, smul_smul, ← pow_add,
          Nat.mul_succ]
    have hself : inner ℂ ψ ψ = (1 : ℂ) := by
      rw [inner_self_eq_norm_sq_to_K, hψ]
      simp
    have hone : ∀ n ∈ range N,
        (phase N ^ (k * n))⁻¹ * inner ℂ ψ ((T ^ n) ψ) = 1 := by
      intro n _
      rw [hn, inner_smul_right, hself, mul_one,
        inv_mul_cancel₀ (pow_ne_zero _ (show phase N ≠ 0 from Complex.exp_ne_zero _))]
    rw [weight, sum_congr rfl hone, sum_const, card_range, nsmul_eq_mul, mul_one, one_div,
      inv_mul_cancel₀ (Nat.cast_ne_zero.2 (NeZero.ne N))]
```

## Orthogonal translates give equal weights without either translation condition

If a unit vector $\psi$ is orthogonal to its translates by $1,\dots,N-1$ steps, only $n=0$ survives and every weight is $1/N$. Here `T` may be any linear map.

```lean
/-- For `N ≠ 0`, a unit vector orthogonal to its translates by `1, …, N - 1` steps has
unfolding weight `1/N` at every `k`. -/
theorem weight_of_orthogonal_translates [NeZero N] {ψ : E} (hψ : ‖ψ‖ = 1)
    (h : ∀ n, 0 < n → n < N → inner ℂ ψ ((T ^ n) ψ) = 0) (k : ℕ) :
    weight N T ψ k = 1 / N := by
  rw [weight, sum_eq_single_of_mem 0 (mem_range.2 (NeZero.pos N))
    (fun n hn h0 => by rw [h n (Nat.pos_of_ne_zero h0) (mem_range.1 hn), mul_zero])]
  rw [pow_zero, Module.End.one_apply, inner_self_eq_norm_sq_to_K, hψ]
  simp
```

## A ring of sites meets both conditions

On $N$ sites, `siteShift` acts as $(Tf)(x)=f(x+1)$, so the plane wave $e^{2\pi ikx/N}$ has eigenvalue $w^k$. Texts that use $f(x-1)$ get $w^{-k}$. Shifting the summation index preserves inner products, and $N$ shifts add $N=0$ to the site label.

```lean
/-- The shift by one site, `(T f)(x) = f(x + 1)`, for wave functions on a ring of `N ≠ 0`
sites. -/
def siteShift (N : ℕ) [NeZero N] : Module.End ℂ (EuclideanSpace ℂ (ZMod N)) where
  toFun f := WithLp.toLp 2 fun x => f.ofLp (x + 1)
  map_add' _ _ := rfl
  map_smul' _ _ := rfl

/-- The shift by one site on a ring of `N ≠ 0` sites preserves inner products, and its `N`-th
power is the identity. -/
theorem siteShift_witness (N : ℕ) [NeZero N] : IsCellTranslation N (siteShift N) := by
  have h : ∀ (n : ℕ) (f : EuclideanSpace ℂ (ZMod N)) (x : ZMod N),
      ((siteShift N ^ n) f).ofLp x = f.ofLp (x + n) := by
    intro n
    induction n with
    | zero => intro f x; simp
    | succ n ih =>
      intro f x
      rw [pow_succ, Module.End.mul_apply, ih]
      change f.ofLp (x + n + 1) = _
      rw [Nat.cast_succ, add_assoc]
  refine ⟨fun f g => ?_, LinearMap.ext fun f => PiLp.ext fun x => (h N f x).trans (by simp)⟩
  simp only [PiLp.inner_apply]
  exact Equiv.sum_comp (Equiv.addRight (1 : ZMod N))
    (fun x => inner ℂ (f.ofLp x) (g.ofLp x))

end

end UnfoldingWeights
```

```lean
#print axioms UnfoldingWeights.unfolding_weights
-- 'UnfoldingWeights.unfolding_weights' depends on axioms: [propext, Classical.choice, Quot.sound]
#print axioms UnfoldingWeights.weight_of_orthogonal_translates
-- 'UnfoldingWeights.weight_of_orthogonal_translates' depends on axioms: [propext, Classical.choice, Quot.sound]
```
